# Nonzero s-p coupling puts the lowest level of a four-configuration beryllium model below the 2s² energy

In the model of beryllium that mixes the configuration 2s² with 2p$_x$², 2p$_y$² and 2p$_z$², the lowest energy lies strictly below the energy of 2s² alone whenever the s-p coupling is nonzero. The characteristic polynomial of the 4×4 Hamiltonian is the square of a linear factor times the characteristic polynomial of a 2×2 matrix, in which 2s² meets a single symmetric combination of the 2p² configurations. When 2s² lies below the 2p² levels, as in beryllium, and is built from Hartree-Fock orbitals, the lowering is the magnitude of the near-degeneracy correlation energy that these four configurations capture with fixed orbitals.

## The Hamiltonian and its energies

The four configurations share a frozen 1s² core and are taken as orthonormal, in the order 2s², 2p$_x$², 2p$_y$², 2p$_z$². The Hamiltonian $H$ has four real parameters:

- $a$ is the energy of 2s²;
- $b$ is the common energy of the three 2p² configurations;
- $k$ couples 2s² to each 2p² configuration, and for real orbitals it is the 2s-2p exchange integral;
- $m$ couples two different 2p² configurations, and is the exchange integral between two different 2p orbitals.

The spherical symmetry of the atom makes the three $b$'s, the three $k$'s and the three $m$'s equal, and this equality is built into the matrix. The parameters are otherwise arbitrary real numbers: no integrals are computed, and no signs are assumed. For actual real orbitals both exchange integrals $k$ and $m$ are positive, so the examples below with $k=0$ or $m\le 0$ only test the hypotheses of the theorems and do not describe a real atom.

```lean
import Mathlib

open Matrix Polynomial

namespace BerylliumMixing

noncomputable section

/-- The configuration-interaction Hamiltonian in the basis 2s², 2p_x², 2p_y², 2p_z²:
diagonal energies `a` and `b`, s-p couplings `k`, p-p couplings `m`. -/
def hamiltonian (a b k m : ℝ) : Matrix (Fin 4) (Fin 4) ℝ :=
  !![a, k, k, k; k, b, m, m; k, m, b, m; k, m, m, b]
```

The matrix `reduced` describes the two-configuration problem. Its second basis vector stands for the normalised sum of the three 2p² configurations, which explains the factor $\sqrt3$ in the coupling.

```lean
/-- The two-configuration Hamiltonian with diagonal energies `a` and `b + 2m`
and coupling `√3 k`. -/
def reduced (a b k m : ℝ) : Matrix (Fin 2) (Fin 2) ℝ :=
  !![a, √3 * k; √3 * k, b + 2 * m]
```

An energy is a real number $x$ for which some nonzero real vector $v$ satisfies $Hv = xv$. Since $H$ is real and symmetric, restricting to real numbers loses no eigenvalues.

```lean
/-- `x` is an energy level: the Hamiltonian has a nonzero eigenvector with eigenvalue `x`. -/
def IsEnergy (a b k m x : ℝ) : Prop :=
  ∃ v : Fin 4 → ℝ, v ≠ 0 ∧ hamiltonian a b k m *ᵥ v = x • v
```

The next two definitions only name formulas. That `groundEnergy` deserves its name is the content of part (e).

```lean
/-- The lower root of the two-configuration secular equation. -/
def lowerRoot (a b k m : ℝ) : ℝ :=
  (a + (b + 2 * m) - √((a - (b + 2 * m)) ^ 2 + 12 * k ^ 2)) / 2

/-- The smaller of `b - m` and the lower root of the two-configuration problem. -/
def groundEnergy (a b k m : ℝ) : ℝ := min (b - m) (lowerRoot a b k m)
```

## (a) The eigenvalue equation in amplitudes

Let $v_0$ be the amplitude of 2s² and $v_1, v_2, v_3$ those of 2p$_x$², 2p$_y$², 2p$_z$². Show that $Hv = xv$ is equivalent to

$$
\begin{aligned}
a v_0 + k(v_1+v_2+v_3) &= x v_0,\\
k v_0 + b v_1 + m v_2 + m v_3 &= x v_1,\\
k v_0 + m v_1 + b v_2 + m v_3 &= x v_2,\\
k v_0 + m v_1 + m v_2 + b v_3 &= x v_3.
\end{aligned}
$$

Each left side is one row of $H$ multiplied into $v$, and two vectors are equal exactly when their four components are. The Lean proof first computes the product as an explicit vector (`hv`), then compares components in both directions.

```lean
/-- The eigenvalue equation written out for the four configuration amplitudes. -/
theorem eigen_equation_iff (a b k m x : ℝ) (v : Fin 4 → ℝ) :
    hamiltonian a b k m *ᵥ v = x • v ↔
      a * v 0 + k * (v 1 + v 2 + v 3) = x * v 0 ∧
      k * v 0 + b * v 1 + m * v 2 + m * v 3 = x * v 1 ∧
      k * v 0 + m * v 1 + b * v 2 + m * v 3 = x * v 2 ∧
      k * v 0 + m * v 1 + m * v 2 + b * v 3 = x * v 3 := by
  have hv : hamiltonian a b k m *ᵥ v =
      ![a * v 0 + k * (v 1 + v 2 + v 3),
        k * v 0 + b * v 1 + m * v 2 + m * v 3,
        k * v 0 + m * v 1 + b * v 2 + m * v 3,
        k * v 0 + m * v 1 + m * v 2 + b * v 3] := by
    ext i
    fin_cases i <;> simp [hamiltonian, Matrix.mulVec, dotProduct, Fin.sum_univ_four]
    ring
  rw [hv]
  constructor
  · intro h
    exact ⟨congrFun h 0, congrFun h 1, congrFun h 2, congrFun h 3⟩
  · rintro ⟨h0, h1, h2, h3⟩
    funext i
    fin_cases i
    exacts [h0, h1, h2, h3]
```

## (b) Amplitudes of the three 2p² configurations

Let $Hv = xv$ with $x \neq b-m$. Show that

$$v_1 = v_2 = v_3 .$$

Subtracting the equation for $v_2$ from that for $v_1$ removes both $v_0$ and $v_3$:

$$(b-m)(v_1-v_2) = x(v_1-v_2), \qquad\text{so}\qquad (x-(b-m))(v_1-v_2)=0 .$$

The first factor is nonzero, hence $v_1=v_2$. The equations for $v_2$ and $v_3$ give $v_2=v_3$ in the same way. In the code these two products are `e1` and `e2`.

The condition on $x$ is needed: at $x=b-m$ the vector $(0,1,-1,0)$ solves all four equations, with unequal p amplitudes.

```lean
/-- In every eigenvector whose energy differs from `b - m`, the three 2p² configurations
have equal amplitudes. -/
theorem equal_p_amplitudes {a b k m x : ℝ} {v : Fin 4 → ℝ}
    (hv : hamiltonian a b k m *ᵥ v = x • v) (hx : x ≠ b - m) :
    v 1 = v 2 ∧ v 2 = v 3 := by
  obtain ⟨-, h1, h2, h3⟩ := (eigen_equation_iff a b k m x v).1 hv
  have hx' : x - (b - m) ≠ 0 := sub_ne_zero.2 hx
  -- subtracting two p equations removes the coupling to 2s²
  have e1 : (x - (b - m)) * (v 1 - v 2) = 0 := by linear_combination h2 - h1
  have e2 : (x - (b - m)) * (v 2 - v 3) = 0 := by linear_combination h3 - h2
  exact ⟨sub_eq_zero.1 ((mul_eq_zero.1 e1).resolve_left hx'),
    sub_eq_zero.1 ((mul_eq_zero.1 e2).resolve_left hx')⟩
```

## (c) All the energies

Show that $x$ is an energy exactly when

$$x = b-m \qquad\text{or}\qquad (x-a)(x-(b+2m)) = 3k^2 .$$

Suppose first that $x$ is an energy with $x\neq b-m$. By (b) the p amplitudes all equal $v_1$, and the equations become

$$(x-a)v_0 = 3k v_1, \qquad (x-(b+2m))v_1 = k v_0 .$$

Multiply the first by $x-(b+2m)$ and insert the second; then multiply the second by $x-a$ and insert the first. With $D=(x-a)(x-(b+2m))-3k^2$ this gives

$$D v_0 = 0, \qquad D v_1 = 0 .$$

If $D$ were nonzero, all four amplitudes would vanish, but $v \neq 0$. Hence $D=0$.

For the converse, an eigenvector is needed in each case. Normalised, they are:

- for $x=b-m$, $(0,1,-1,0)/\sqrt2$;
- for $D=0$ and $k\neq0$, $(x-(b+2m),k,k,k)/\sqrt{(x-(b+2m))^2+3k^2}$;
- for $k=0$ and $x=a$, $(1,0,0,0)$;
- for $k=0$ and $x=b+2m$, $(0,1,1,1)/\sqrt3$.

In the second case the 2s² equation reads $a(x-(b+2m))+3k^2=x(x-(b+2m))$, which is $D=0$ again, and each p equation reads $k(x-(b+2m))+(b+2m)k=xk$.

The Lean proof follows the same cases, with `d0` and `d1` for the two products with $D$. It uses the eigenvectors without their normalising factors, since `IsEnergy` asks only for a nonzero vector.

```lean
/-- The energy levels are `b - m` and the solutions of the two-configuration
secular equation. -/
theorem isEnergy_iff (a b k m x : ℝ) :
    IsEnergy a b k m x ↔ x = b - m ∨ (x - a) * (x - (b + 2 * m)) = 3 * k ^ 2 := by
  constructor
  · rintro ⟨v, hv0, hv⟩
    by_cases hx : x = b - m
    · exact Or.inl hx
    right
    obtain ⟨e12, e23⟩ := equal_p_amplitudes hv hx
    obtain ⟨h0, h1, -, -⟩ := (eigen_equation_iff a b k m x v).1 hv
    rw [← e23, ← e12] at h0 h1
    by_contra hD
    have hD' : (x - a) * (x - (b + 2 * m)) - 3 * k ^ 2 ≠ 0 := sub_ne_zero.2 hD
    -- a nonzero secular determinant forces all amplitudes to vanish
    have d0 : ((x - a) * (x - (b + 2 * m)) - 3 * k ^ 2) * v 0 = 0 := by
      linear_combination -(x - (b + 2 * m)) * h0 - 3 * k * h1
    have d1 : ((x - a) * (x - (b + 2 * m)) - 3 * k ^ 2) * v 1 = 0 := by
      linear_combination -(x - a) * h1 - k * h0
    have z0 : v 0 = 0 := (mul_eq_zero.1 d0).resolve_left hD'
    have z1 : v 1 = 0 := (mul_eq_zero.1 d1).resolve_left hD'
    have z2 : v 2 = 0 := by rw [← e12]; exact z1
    have z3 : v 3 = 0 := by rw [← e23]; exact z2
    apply hv0
    funext i
    fin_cases i
    exacts [z0, z1, z2, z3]
  · rintro (hx | h)
    · refine ⟨![0, 1, -1, 0], fun h => one_ne_zero (α := ℝ) (congrFun h 1),
        (eigen_equation_iff _ _ _ _ _ _).2 ⟨?_, ?_, ?_, ?_⟩⟩ <;>
        simp only [Matrix.cons_val] <;>
        first | ring1 | linear_combination -hx | linear_combination hx
    · rcases eq_or_ne k 0 with rfl | hk
      · have h' : (x - a) * (x - (b + 2 * m)) = 0 := by linear_combination h
        rcases mul_eq_zero.1 h' with hx | hx
        · refine ⟨![1, 0, 0, 0], fun h => one_ne_zero (α := ℝ) (congrFun h 0),
            (eigen_equation_iff _ _ _ _ _ _).2 ⟨?_, ?_, ?_, ?_⟩⟩ <;>
            simp only [Matrix.cons_val] <;> first | ring1 | linear_combination -hx
        · refine ⟨![0, 1, 1, 1], fun h => one_ne_zero (α := ℝ) (congrFun h 1),
            (eigen_equation_iff _ _ _ _ _ _).2 ⟨?_, ?_, ?_, ?_⟩⟩ <;>
            simp only [Matrix.cons_val] <;> first | ring1 | linear_combination -hx
      · refine ⟨![x - (b + 2 * m), k, k, k], fun h => hk (congrFun h 1),
          (eigen_equation_iff _ _ _ _ _ _).2 ⟨?_, ?_, ?_, ?_⟩⟩ <;>
          simp only [Matrix.cons_val] <;> first | ring1 | linear_combination -h
```

## (d) The characteristic polynomial

Let $R$ be the two-configuration matrix `reduced`, and let $\chi_H$ and $\chi_R$ be the characteristic polynomials. Show that

$$\chi_H(X) = (X-(b-m))^2\,\chi_R(X), \qquad R=\begin{pmatrix} a & \sqrt3\,k\\ \sqrt3\,k & b+2m\end{pmatrix}.$$

Fix a real $x$ and number the rows and columns of $x-H$ from 0 to 3. Subtract row 3 from rows 1 and 2. These become $(x-b+m)$ times $(0,1,0,-1)$ and $(0,0,1,-1)$, so the determinant acquires the factor $(x-b+m)^2$. Now add columns 1 and 2 to column 3. The remaining determinant is

$$
\begin{vmatrix}
x-a & -k & -k & -3k\\
0&1&0&0\\
0&0&1&0\\
-k&-m&-m&x-b-2m
\end{vmatrix}
=
\begin{vmatrix} x-a & -3k\\ -k & x-b-2m\end{vmatrix}
=(x-a)(x-b-2m)-3k^2 .
$$

The determinant of $x-R$ has the same value, because $(\sqrt3\,k)^2=3k^2$. The two sides therefore agree at every real $x$, and so they are equal as polynomials.

The code also passes to values at real $x$, through `Polynomial.funext`. It evaluates the 4×4 determinant by cofactor expansion along the first row (`d4`) instead of row operations, and uses `hs` for $\sqrt3^2=3$.

The squared factor belongs to the combinations of 2p² configurations whose amplitudes sum to zero. They are two components of the ¹D term, while the symmetric combination is ¹S and is the only one that couples to 2s².

```lean
/-- The characteristic polynomial of the four-configuration Hamiltonian is
`(X - (b - m))²` times that of the two-configuration Hamiltonian. -/
theorem charpoly_factorization (a b k m : ℝ) :
    (hamiltonian a b k m).charpoly =
      (X - C (b - m)) ^ 2 * (reduced a b k m).charpoly := by
  apply Polynomial.funext
  intro x
  simp only [eval_mul, eval_pow, eval_sub, eval_X, eval_C, Matrix.eval_charpoly]
  have h4 : Matrix.scalar (Fin 4) x - hamiltonian a b k m =
      !![x - a, -k, -k, -k; -k, x - b, -m, -m; -k, -m, x - b, -m; -k, -m, -m, x - b] := by
    ext i j
    fin_cases i <;> fin_cases j <;> simp [hamiltonian]
  have h2 : Matrix.scalar (Fin 2) x - reduced a b k m =
      !![x - a, -(√3 * k); -(√3 * k), x - (b + 2 * m)] := by
    ext i j
    fin_cases i <;> fin_cases j <;> simp [reduced]
  have d4 : (!![x - a, -k, -k, -k; -k, x - b, -m, -m; -k, -m, x - b, -m;
      -k, -m, -m, x - b] : Matrix (Fin 4) (Fin 4) ℝ).det =
      (x - (b - m)) ^ 2 * ((x - a) * (x - (b + 2 * m)) - 3 * k ^ 2) := by
    rw [Matrix.det_succ_row_zero]
    simp [Fin.sum_univ_four, Matrix.det_fin_three, Fin.succAbove]
    ring
  have hs : √(3 : ℝ) ^ 2 = 3 := Real.sq_sqrt (by norm_num)
  rw [h4, h2, d4, Matrix.det_fin_two_of]
  linear_combination (x - (b - m)) ^ 2 * k ^ 2 * hs
```

## (e) The lowest energy

Show that the least energy is

$$E_0=\min(b-m,\lambda),\qquad \lambda=\tfrac12\left(a+b+2m-S\right),\qquad S=\sqrt{(a-b-2m)^2+12k^2}.$$

Completing the square in the equation from (c) turns it into

$$(2x-a-b-2m)^2=(a-b-2m)^2+12k^2=S^2 .$$

The number $\lambda$ satisfies this, since $2\lambda-a-b-2m=-S$. Every other solution has $2x-a-b-2m\ge -S$, so $x\ge\lambda$. Each energy is thus either $b-m$ or at least $\lambda$, and both $b-m$ and $\lambda$ are energies. The smaller of the two is the least.

`IsLeast` contains two statements: `groundEnergy` belongs to the set of energies, and no energy lies below it. The proof treats them in that order. The first uses the square of $S$ (`hS`), and the second uses the bound on the square (`hq`).

```lean
/-- `groundEnergy` is the lowest energy level of the four-configuration Hamiltonian. -/
theorem groundEnergy_isLeast (a b k m : ℝ) :
    IsLeast {x | IsEnergy a b k m x} (groundEnergy a b k m) := by
  constructor
  · change IsEnergy a b k m (groundEnergy a b k m)
    rw [isEnergy_iff]
    rcases min_choice (b - m) (lowerRoot a b k m) with h | h
    · exact Or.inl h
    · right
      have hS : √((a - (b + 2 * m)) ^ 2 + 12 * k ^ 2) ^ 2 =
          (a - (b + 2 * m)) ^ 2 + 12 * k ^ 2 := Real.sq_sqrt (by positivity)
      rw [groundEnergy, h, lowerRoot]
      linear_combination hS / 4
  · intro x hx
    rcases (isEnergy_iff a b k m x).1 hx with h | h
    · exact (min_le_left _ _).trans h.ge
    · refine (min_le_right _ _).trans ?_
      -- completing the square bounds the distance of x from the mean energy
      have hq : (2 * x - a - (b + 2 * m)) ^ 2 ≤ (a - (b + 2 * m)) ^ 2 + 12 * k ^ 2 :=
        le_of_eq (by linear_combination 4 * h)
      have hb := (abs_le.1 (Real.abs_le_sqrt hq)).1
      unfold lowerRoot
      linarith
```

## (f) Lowering by the s-p coupling

Let $E$ be the lowest energy and let $k\neq0$. Show that

$$E<a .$$

By (e), $E\le\lambda$, so it is enough that $\lambda<a$, which rearranges to $b+2m-a<S$. Since $k^2>0$,

$$S^2=(b+2m-a)^2+12k^2>(b+2m-a)^2 ,$$

and therefore $S>|b+2m-a|\ge b+2m-a$.

The theorem takes any $E$ that is least among the energies. Uniqueness of a least element identifies it with `groundEnergy`, after which `hlt` supplies the inequality for $S$. No ordering of $a$ and $b$ and no sign of $m$ is required. When 2s² lies below both uncoupled 2p² levels, $b-m$ and $b+2m$, and is built from Hartree-Fock orbitals, $a-E$ is the magnitude of the correlation energy that this four-configuration expansion recovers.

Without $k\neq0$ the conclusion can fail: for $a=0$, $b=1$, $k=m=0$ the energies are 0 and 1, and the lowest equals $a$.

```lean
/-- For nonzero s-p coupling, the lowest energy level lies strictly below the 2s²
energy `a`. -/
theorem lowest_energy_lt_reference (a b m : ℝ) {k : ℝ} (hk : k ≠ 0) {E : ℝ}
    (hE : IsLeast {x | IsEnergy a b k m x} E) : E < a := by
  rw [hE.unique (groundEnergy_isLeast a b k m)]
  refine (min_le_right _ _).trans_lt ?_
  have hk2 : 0 < k ^ 2 := by positivity
  have hlt : b + 2 * m - a < √((a - (b + 2 * m)) ^ 2 + 12 * k ^ 2) :=
    Real.lt_sqrt_of_sq_lt (by nlinarith)
  unfold lowerRoot
  linarith
```

## (g) When lowering requires coupling

Suppose $a\le b-m$ and $a\le b+2m$, so that 2s² lies at or below both uncoupled 2p² levels. Show that

$$E_0<a \iff k\neq0 .$$

Part (f) gives the direction from right to left. For the other, set $k=0$. Then $S=|b+2m-a|=b+2m-a$ by the second assumption, so $\lambda=a$. The first assumption gives $E_0=\min(b-m,a)=a$, which is not below $a$. In the code, `hr` is the statement $\lambda=a$.

Both assumptions matter, as two examples with $k=0$, $a=0$ and $b=1$ show:

- With $m=2$ one has $b-m=-1$ and $b+2m=5$. Only the first assumption fails, and $E_0=-1<a$ without any s-p coupling.
- With $m=-1$ one has $b-m=2$ and $b+2m=-1$. Only the second fails, and again $E_0=-1<a$.

In both examples a 2p² level already lies below 2s², so a lowest energy below $a$ is no sign of mixing between 2s² and 2p².

```lean
/-- If `a` is at most `b - m` and at most `b + 2m`, the lowest energy level lies strictly
below `a` exactly when the s-p coupling is nonzero. -/
theorem groundEnergy_lt_iff {a b k m : ℝ} (h₁ : a ≤ b - m) (h₂ : a ≤ b + 2 * m) :
    groundEnergy a b k m < a ↔ k ≠ 0 := by
  constructor
  · rintro h rfl
    -- without coupling the lower root is a itself
    have hr : lowerRoot a b 0 m = a := by
      have hs : (a - (b + 2 * m)) ^ 2 + 12 * (0 : ℝ) ^ 2 = (b + 2 * m - a) ^ 2 := by ring
      rw [lowerRoot, hs, Real.sqrt_sq (by linarith)]
      ring
    rw [groundEnergy, hr, min_eq_right h₁] at h
    exact lt_irrefl a h
  · intro hk
    exact lowest_energy_lt_reference a b m hk (groundEnergy_isLeast a b k m)

end

end BerylliumMixing
```

```lean
#print axioms BerylliumMixing.charpoly_factorization
#print axioms BerylliumMixing.lowest_energy_lt_reference
#print axioms BerylliumMixing.groundEnergy_lt_iff
```

```
'BerylliumMixing.charpoly_factorization' depends on axioms: [propext, Classical.choice, Quot.sound]
'BerylliumMixing.lowest_energy_lt_reference' depends on axioms: [propext, Classical.choice, Quot.sound]
'BerylliumMixing.groundEnergy_lt_iff' depends on axioms: [propext, Classical.choice, Quot.sound]
```
